# At fixed electron number, adding a constant g to every ZDO repulsion integral preserves the energy order of closed-shell densities and adds g to their occupied–virtual gaps

**Q.** Let me fix the conventions first. I take a finite orthonormal basis of real orbitals, a core Hamiltonian $h$, repulsion integrals $\gamma_{ij}$ and a density matrix $P$ that counts both spins, so an occupied orbital has eigenvalue 2. Does the Lean file use the same ones?

**A.** Yes. The basis is a finite type `n`, and $h$, $\gamma$ and $P$ are real matrices over it. Orthonormality enters through the absence of an overlap matrix. Zero differential overlap (ZDO) keeps only the two-electron integrals $(ii|jj)=\gamma_{ij}$, the repulsion between a charge in orbital $i$ and one in orbital $j$.

```lean
import Mathlib

open Matrix

namespace ZDOUniformRepulsion

noncomputable section

variable {n : Type*} [Fintype n]
```

The electronic energy is

$$E=\sum_{i,j}\Big[P_{ij}h_{ij}+\tfrac12\big(P_{ii}P_{jj}-\tfrac12P_{ij}^2\big)\gamma_{ij}\Big].$$

```lean
/-- The closed-shell ZDO electronic energy for core Hamiltonian `h`, repulsion integrals `γ`
and density matrix `P`: core, Coulomb and exchange terms. -/
def energy (h γ P : Matrix n n ℝ) : ℝ :=
  ∑ i, ∑ j, (P i j * h i j + (P i i * P j j - P i j ^ 2 / 2) * γ i j / 2)
```

**Q.** In CNDO/2 the core attraction is built from $\gamma$ too. Does your shift change $h$?

**A.** No. `shifted` replaces $\gamma_{ij}$ by $\gamma_{ij}+g$ for all pairs, including $i=j$, while $h$ stays fixed. It describes a change in the electron–electron repulsion alone. Nuclear repulsion is left out, as are the one-centre exchange integrals of INDO.

```lean
/-- The repulsion integrals after the constant `g` has been added to every one of them. -/
def shifted (γ : Matrix n n ℝ) (g : ℝ) : Matrix n n ℝ :=
  Matrix.of fun i j => γ i j + g
```

**Q.** What makes $P$ a closed-shell density?

**A.** Three conditions: $P^T=P$, $P^2=2P$ and $\operatorname{tr}P=N$. The first two say that $P/2$ is an orthogonal projector, the one onto the doubly occupied orbitals. `N` is typed as a real number, but these conditions force it to be an even integer. $P$ need not be self-consistent.

```lean
/-- A closed-shell density matrix for `N` electrons: symmetric, with `P² = 2P` and trace `N`. -/
structure IsClosedShell (P : Matrix n n ℝ) (N : ℝ) : Prop where
  symm : Pᵀ = P
  idem : P * P = (2 : ℝ) • P
  trace_eq : P.trace = N
```

The energy of a normalised orbital $v$ is the expectation value $v\cdot Fv$. The definition is this quadratic form for any $v$, and the gap theorem below assumes normalisation.

```lean
/-- The quadratic form `v ⬝ᵥ F *ᵥ v` of a Fock matrix `F`. For normalised `v` it is the expectation
value of `F` in the orbital with coefficients `v`. -/
def orbitalEnergy (F : Matrix n n ℝ) (v : n → ℝ) : ℝ := v ⬝ᵥ F *ᵥ v
```

**Q.** Now derive the energy shift. I expect $g$ per electron pair, but exchange worries me.

**A.** Exchange is what removes the self-repulsion. For any $P$, subtracting the two energies leaves

$$\Delta E=\frac g2\sum_{i,j}\Big(P_{ii}P_{jj}-\tfrac12P_{ij}^2\Big)=\frac g2\Big[(\operatorname{tr}P)^2-\tfrac12\sum_{i,j}P_{ij}^2\Big].$$

In the proof, `ht` writes the squared trace as a double sum; the sums are then merged and `ring` compares them term by term.

```lean
/-- For any matrix `P`, a uniform shift `g` of the repulsion integrals changes the energy by
a Coulomb part, from the squared trace, and an exchange part, from the squared entries. -/
theorem energy_shift_general (h γ P : Matrix n n ℝ) (g : ℝ) :
    energy h (shifted γ g) P
      = energy h γ P + g / 2 * (P.trace ^ 2 - (∑ i, ∑ j, P i j ^ 2) / 2) := by
  have ht : P.trace ^ 2 = ∑ i, ∑ j, P i i * P j j := by
    simp only [sq, Matrix.trace, Matrix.diag_apply, Finset.sum_mul_sum]
  rw [ht]
  simp only [energy, shifted, Matrix.of_apply, Finset.sum_div, ← Finset.sum_sub_distrib,
    Finset.mul_sum, ← Finset.sum_add_distrib]
  refine Finset.sum_congr rfl fun i _ => Finset.sum_congr rfl fun j _ => ?_
  ring
```

For a closed shell, symmetry gives $\sum_{i,j}P_{ij}^2=\sum_{i,j}P_{ij}P_{ji}=\operatorname{tr}P^2$, and $P^2=2P$ turns this into $2\operatorname{tr}P=2N$. In Lean, `h1` is the trace step and `hs` the symmetry step.

```lean
/-- In a closed-shell density matrix for `N` electrons the squared entries sum to `2N`. -/
theorem sum_sq_density {P : Matrix n n ℝ} {N : ℝ} (hP : IsClosedShell P N) :
    ∑ i, ∑ j, P i j ^ 2 = 2 * N := by
  have h1 : (P * P).trace = 2 * N := by
    rw [hP.idem, Matrix.trace_smul, hP.trace_eq, smul_eq_mul]
  rw [← h1]
  simp only [Matrix.trace, Matrix.diag_apply, Matrix.mul_apply]
  refine Finset.sum_congr rfl fun i _ => Finset.sum_congr rfl fun j _ => ?_
  have hs : P j i = P i j := congrFun (congrFun hP.symm i) j
  rw [hs, sq]
```

Inserting this gives $\Delta E=\frac g2(N^2-N)=gN(N-1)/2$, as you expected. The Lean proof makes the same two substitutions.

```lean
/-- Adding `g` to every repulsion integral raises the energy of a closed-shell density for
`N` electrons by `g` times the number of electron pairs, `N(N-1)/2`. -/
theorem energy_shift (h γ : Matrix n n ℝ) (g : ℝ) {P : Matrix n n ℝ} {N : ℝ}
    (hP : IsClosedShell P N) :
    energy h (shifted γ g) P = energy h γ P + g * (N * (N - 1) / 2) := by
  rw [energy_shift_general, sum_sq_density hP, hP.trace_eq]
  ring
```

**Q.** So the ordering claim compares only densities with equal $N$?

**A.** Yes, and with the same $h$ and $\gamma$. Both energies then move by the same amount, which cancels from the inequality. Between closed shells with different $N$, a nonzero $g$ changes the energy difference, and the order can flip.

```lean
/-- Two closed-shell densities with the same number of electrons keep their energy order
when every repulsion integral is shifted by `g`. -/
theorem energy_order (h γ : Matrix n n ℝ) (g : ℝ) {P Q : Matrix n n ℝ} {N : ℝ}
    (hP : IsClosedShell P N) (hQ : IsClosedShell Q N) :
    energy h (shifted γ g) P ≤ energy h (shifted γ g) Q ↔ energy h γ P ≤ energy h γ Q := by
  rw [energy_shift h γ g hP, energy_shift h γ g hQ, add_le_add_iff_right]
```

**Q.** Is the Fock matrix the one that belongs to this energy, or just a convenient formula?

**A.** It is the usual ZDO expression:

$$F_{ij}=h_{ij}+\delta_{ij}\sum_kP_{kk}\gamma_{ik}-\tfrac12P_{ij}\gamma_{ij}.$$

```lean
variable [DecidableEq n]

/-- The closed-shell ZDO Fock matrix: core Hamiltonian, Coulomb repulsion on the diagonal,
and exchange. -/
def fock (h γ P : Matrix n n ℝ) : Matrix n n ℝ :=
  Matrix.of fun i j =>
    h i j + (if i = j then ∑ k, P k k * γ i k else 0) - P i j * γ i j / 2
```

For symmetric $\gamma$ it does belong to this energy: $F_{ij}=\partial E/\partial P_{ij}$, with all entries of $P$ varied independently. The file doesn't prove this derivative; it proves the energy formula $E=\frac12\sum_{i,j}P_{ij}(h_{ij}+F_{ij})$. By hand,

$$\sum_{i,j}P_{ij}F_{ij}=\sum_{i,j}P_{ij}h_{ij}+\sum_{i,j}P_{ii}P_{jj}\gamma_{ij}-\tfrac12\sum_{i,j}P_{ij}^2\gamma_{ij},$$

and adding $\sum_{i,j} P_{ij}h_{ij}$ and halving gives $E$. The auxiliary equation `hi` is the Coulomb term: the Kronecker delta picks out $P_{ii}$. The `calc` block then regroups the rest. The identity needs no symmetry of $h$ or $\gamma$, although both are symmetric in the physical model.

```lean
/-- The energy is half the contraction of the density matrix with the sum of the core
Hamiltonian and the Fock matrix. -/
theorem energy_eq_half_fock (h γ P : Matrix n n ℝ) :
    energy h γ P = (∑ i, ∑ j, P i j * (h i j + fock h γ P i j)) / 2 := by
  simp only [energy, fock, Matrix.of_apply, Finset.sum_div]
  refine Finset.sum_congr rfl fun i _ => ?_
  -- the Coulomb term of the Fock matrix only meets the diagonal of the density
  have hi : ∑ j, P i j * (if i = j then ∑ k, P k k * γ i k else 0)
      = ∑ j, P i i * P j j * γ i j := by
    simp only [mul_ite, mul_zero, Finset.sum_ite_eq, Finset.mem_univ, if_true,
      Finset.mul_sum, mul_assoc]
  calc ∑ j, (P i j * h i j + (P i i * P j j - P i j ^ 2 / 2) * γ i j / 2)
      = ∑ j, (P i j * h i j - P i j ^ 2 * γ i j / 4)
          + (∑ j, P i i * P j j * γ i j) / 2 := by
        rw [Finset.sum_div, ← Finset.sum_add_distrib]
        exact Finset.sum_congr rfl fun j _ => by ring
    _ = _ := by
        rw [← hi, Finset.sum_div, ← Finset.sum_add_distrib]
        exact Finset.sum_congr rfl fun j _ => by ring
```

**Q.** And the shifted Fock matrix?

**A.** The diagonal Coulomb sum gains $g\sum_kP_{kk}$ and the exchange term gains $-gP_{ij}/2$. Hence

$$F'=F+g(\operatorname{tr}P)\,1-\frac g2P.$$

Lean checks this entry by entry, with `split_ifs` separating $i=j$ from $i\neq j$.

```lean
/-- Adding `g` to every repulsion integral changes the Fock matrix by `g` times the trace of
`P` on the diagonal, minus `gP/2`. -/
theorem fock_shift (h γ P : Matrix n n ℝ) (g : ℝ) :
    fock h (shifted γ g) P
      = fock h γ P + (g * P.trace) • (1 : Matrix n n ℝ) - (g / 2) • P := by
  ext i j
  simp only [fock, shifted, Matrix.of_apply, Matrix.add_apply, Matrix.sub_apply,
    Matrix.smul_apply, Matrix.one_apply, Matrix.trace, Matrix.diag_apply, smul_eq_mul,
    mul_add, Finset.sum_add_distrib, ← Finset.sum_mul]
  split_ifs <;> ring
```

**Q.** The extra term depends on $P$. Why doesn't it disturb self-consistency?

**A.** Because it commutes with $P$:

$$F'P-PF'=FP-PF+g(\operatorname{tr}P)(P-P)-\frac g2(P^2-P^2)=FP-PF.$$

This is `hc` in the proof. A density that satisfies the stationarity condition $FP=PF$ therefore still satisfies it after the shift, and conversely. The theorem doesn't say that the occupied levels are the lowest ones.

```lean
/-- The density matrix commutes with the shifted Fock matrix exactly when it commutes with
the original one. -/
theorem self_consistency_iff (h γ P : Matrix n n ℝ) (g : ℝ) :
    fock h (shifted γ g) P * P = P * fock h (shifted γ g) P
      ↔ fock h γ P * P = P * fock h γ P := by
  have hc : fock h (shifted γ g) P * P - P * fock h (shifted γ g) P
      = fock h γ P * P - P * fock h γ P := by
    rw [fock_shift]
    simp only [add_mul, sub_mul, mul_add, mul_sub, smul_mul_assoc, mul_smul_comm,
      one_mul, mul_one]
    abel
  rw [← sub_eq_zero, hc, sub_eq_zero]
```

**Q.** Do the canonical orbitals survive as well?

**A.** They do. For an occupied orbital $Pv=2v$, and for a virtual one $Pw=0$, so

$$F'v=Fv+g(\operatorname{tr}P-1)v,\qquad F'w=Fw+g(\operatorname{tr}P)w.$$

With $\operatorname{tr}P=N$, an occupied level moves by $g(N-1)$ and a virtual level by $gN$: an electron in an occupied orbital repels the $N-1$ others, while one in a virtual orbital would meet all $N$. In Lean, `key` applies the Fock shift to a vector, and `k1` and `k2` specialise it to the two cases.

```lean
/-- Let every repulsion integral be shifted by `g`. An occupied orbital (`Pv = 2v`) has level `ε`
before the shift exactly when it has level `ε + g(N-1)` after it, and a virtual orbital (`Pw = 0`)
has level `η` before exactly when it has level `η + gN` after, where `N` is the trace of `P`. -/
theorem level_shift (h γ P : Matrix n n ℝ) (g ε η : ℝ) {v w : n → ℝ}
    (hv : P *ᵥ v = (2 : ℝ) • v) (hw : P *ᵥ w = 0) :
    (fock h γ P *ᵥ v = ε • v
      ↔ fock h (shifted γ g) P *ᵥ v = (ε + g * (P.trace - 1)) • v) ∧
    (fock h γ P *ᵥ w = η • w
      ↔ fock h (shifted γ g) P *ᵥ w = (η + g * P.trace) • w) := by
  have key : ∀ u : n → ℝ, fock h (shifted γ g) P *ᵥ u
      = fock h γ P *ᵥ u + (g * P.trace) • u - (g / 2) • (P *ᵥ u) := fun u => by
    rw [fock_shift, Matrix.sub_mulVec, Matrix.add_mulVec, Matrix.smul_mulVec,
      Matrix.smul_mulVec, Matrix.one_mulVec]
  have k1 : fock h (shifted γ g) P *ᵥ v
      = fock h γ P *ᵥ v + (g * (P.trace - 1)) • v := by
    rw [key, hv]
    module
  have k2 : fock h (shifted γ g) P *ᵥ w = fock h γ P *ᵥ w + (g * P.trace) • w := by
    rw [key, hw, smul_zero, sub_zero]
  constructor
  · rw [k1, add_smul, add_left_inj]
  · rw [k2, add_smul, add_left_inj]
```

**Q.** Then the gap grows by $g$ only for eigenvectors of $F$?

**A.** The gap theorem asks for less. It compares expectation values, so $v$ and $w$ need only be normalised and lie in the occupied and virtual spaces:

$$w\cdot F'w-v\cdot F'v=\big(w\cdot Fw+g\operatorname{tr}P\big)-\big(v\cdot Fv+g(\operatorname{tr}P-1)\big).$$

The right-hand side is the old gap plus $g$. A negative $g$ narrows the gap and can invert it.

```lean
/-- When `g` is added to every repulsion integral, with `P` held fixed, the energy gap between a
normalised occupied orbital `v` (`Pv = 2v`) and a normalised virtual orbital `w` (`Pw = 0`) changes
by exactly `g`. -/
theorem gap_shift (h γ P : Matrix n n ℝ) (g : ℝ) {v w : n → ℝ}
    (hv : P *ᵥ v = (2 : ℝ) • v) (hw : P *ᵥ w = 0) (nv : v ⬝ᵥ v = 1) (nw : w ⬝ᵥ w = 1) :
    orbitalEnergy (fock h (shifted γ g) P) w - orbitalEnergy (fock h (shifted γ g) P) v
      = orbitalEnergy (fock h γ P) w - orbitalEnergy (fock h γ P) v + g := by
  simp only [orbitalEnergy, fock_shift, Matrix.sub_mulVec, Matrix.add_mulVec,
    Matrix.smul_mulVec, Matrix.one_mulVec, hv, hw, dotProduct_sub, dotProduct_add,
    dotProduct_smul, dotProduct_zero, smul_zero, smul_eq_mul, nv, nw]
  ring
```

**Q.** Show me a density that meets all these conditions.

**A.** Take a polar two-electron bond with occupied orbital $v=(3/5,4/5)$ and virtual orbital $w=(4/5,-3/5)$. Then $P=2vv^T$ has diagonal entries $18/25$ and $32/25$, off-diagonal entries $24/25$, and trace 2. The file verifies the closed-shell conditions, both orbital equations and both norms by direct arithmetic. For this bond the energy rises by $g$, the occupied level by $g$ and the virtual level by $2g$.

```lean
/-- A polar two-electron bond on two orbitals: a closed-shell density with the normalised
occupied orbital `(3/5, 4/5)` and the normalised virtual orbital `(4/5, -3/5)`. -/
theorem closedShell_witness :
    IsClosedShell !![(18 / 25 : ℝ), 24 / 25; 24 / 25, 32 / 25] 2 ∧
    !![(18 / 25 : ℝ), 24 / 25; 24 / 25, 32 / 25] *ᵥ ![3 / 5, 4 / 5]
      = (2 : ℝ) • ![3 / 5, 4 / 5] ∧
    !![(18 / 25 : ℝ), 24 / 25; 24 / 25, 32 / 25] *ᵥ ![4 / 5, -3 / 5] = 0 ∧
    ![(3 / 5 : ℝ), 4 / 5] ⬝ᵥ ![3 / 5, 4 / 5] = 1 ∧
    ![(4 / 5 : ℝ), -3 / 5] ⬝ᵥ ![4 / 5, -3 / 5] = 1 := by
  refine ⟨⟨?_, ?_, ?_⟩, ?_, ?_, ?_, ?_⟩
  · ext i j
    fin_cases i <;> fin_cases j <;> simp
  · ext i j
    fin_cases i <;> fin_cases j <;> norm_num [Matrix.mul_apply, Fin.sum_univ_succ]
  · norm_num [Matrix.trace_fin_two]
  · ext i
    fin_cases i <;> norm_num [Matrix.mulVec, dotProduct, Fin.sum_univ_succ]
  · ext i
    fin_cases i <;> norm_num [Matrix.mulVec, dotProduct, Fin.sum_univ_succ]
  · norm_num [dotProduct, Fin.sum_univ_succ]
  · norm_num [dotProduct, Fin.sum_univ_succ]

end

end ZDOUniformRepulsion
```

```lean
#print axioms ZDOUniformRepulsion.energy_order
-- 'ZDOUniformRepulsion.energy_order' depends on axioms: [propext, Classical.choice, Quot.sound]
#print axioms ZDOUniformRepulsion.self_consistency_iff
-- 'ZDOUniformRepulsion.self_consistency_iff' depends on axioms: [propext, Classical.choice, Quot.sound]
#print axioms ZDOUniformRepulsion.level_shift
-- 'ZDOUniformRepulsion.level_shift' depends on axioms: [propext, Classical.choice, Quot.sound]
#print axioms ZDOUniformRepulsion.gap_shift
-- 'ZDOUniformRepulsion.gap_shift' depends on axioms: [propext, Classical.choice, Quot.sound]
```

**Q.** What should someone fitting parameters take from this?

**A.** In this closed-shell ZDO model with $h$ held fixed, energy differences between densities of equal $N$ carry no information about a uniform offset in $\gamma$, whereas orbital gaps do.
